# The Bogoliubov mode of the bosonic Hamiltonian A(a'a + b'b) + B(ab + a'b') has energy w with w² = A² − B²

In linear spin-wave theory, the magnon energies of an antiferromagnet with two sublattices can be found from bosonic commutators alone. Here the operators are elements of an arbitrary algebra over the real numbers, and only their commutation relations are assumed. There is no Hilbert space and no adjoint: the prime in $a'$ marks the operator usually written $a^\dagger$, but $a'$ is a separate element tied to $a$ only by its commutators.

The physical problem is a single pair of coupled magnon modes. In linear spin-wave theory, $a$ removes a spin deviation with wave number $k$ on one sublattice, and $b$ removes one with wave number $-k$ on the other. The number $A$ is the exchange energy of a single deviation. The number $B$ is the amplitude with which the transverse exchange creates or destroys a deviation on both sublattices at once. The step from the Heisenberg spin Hamiltonian to this quadratic form, which discards interactions between magnons, is taken as given.

```lean
import Mathlib


namespace AntiferromagneticMagnon

noncomputable section
```

## Operators and Hamiltonian

The commutator has its usual sign, $[x,y]=xy-yx$.

```lean
/-- The commutator `[x, y] = x y - y x`. -/
def comm {R : Type*} [Ring R] (x y : R) : R := x * y - y * x
```

Two independent bosonic modes satisfy $[a,a']=[b,b']=1$, and each of $a,a'$ commutes with each of $b,b'$. `BosonPair` collects these six equations as a hypothesis on four elements of a ring.

```lean
/-- Two independent bosonic modes: `[a, a'] = [b, b'] = 1`, and `a`, `a'` commute
with `b`, `b'`. -/
structure BosonPair {R : Type*} [Ring R] (a a' b b' : R) : Prop where
  ha : a * a' - a' * a = 1
  hb : b * b' - b' * b = 1
  hab : a * b = b * a
  hab' : a * b' = b' * a
  ha'b : a' * b = b * a'
  ha'b' : a' * b' = b' * a'
```

The Hamiltonian is

$$H=A(a'a+b'b)+B(ab+a'b'),$$

with real $A$ and $B$. In Lean the symbol `•` multiplies an algebra element by a real number.

```lean
variable {R : Type*} [Ring R] [Algebra ℝ R] {a a' b b' : R}

/-- The two-sublattice spin-wave Hamiltonian `A (a'a + b'b) + B (ab + a'b')`. -/
def hamiltonian (A B : ℝ) (a a' b b' : R) : R :=
  A • (a' * a + b' * b) + B • (a * b + a' * b')
```

Since $H$ contains $ab$ and $a'b'$, commuting $a$ with it produces $b'$. The natural candidate for a normal mode therefore mixes an annihilator with a creator, $u\,a+v\,b'$. The function `mode` forms such a combination from any two elements.

```lean
/-- The linear combination `u x + v y` of two mode operators. -/
def mode (u v : ℝ) (x y : R) : R := u • x + v • y
```

## Equations of motion

The commutator is linear in each entry. For the first,

$$[rx+sy,z]=r[x,z]+s[y,z].$$

The proof expands the products and lets `module` compare the real coefficients.

```lean
/-- The commutator is linear in its first entry. -/
theorem comm_lin_left (r s : ℝ) (x y z : R) :
    comm (r • x + s • y) z = r • comm x z + s • comm y z := by
  simp only [comm, add_mul, mul_add, smul_mul_assoc, mul_smul_comm]
  module
```

The second entry works the same way: $[x,ry+sz]=r[x,y]+s[x,z]$.

```lean
/-- The commutator is linear in its second entry. -/
theorem comm_lin_right (r s : ℝ) (x y z : R) :
    comm x (r • y + s • z) = r • comm x y + s • comm x z := by
  simp only [comm, add_mul, mul_add, smul_mul_assoc, mul_smul_comm]
  module
```

Now take the four terms of $H$ in turn. With the product rule,

$$[a,a'a]=[a,a']a=a,\quad [a,b'b]=0,\quad [a,ab]=0,\quad [a,a'b']=[a,a']b'=b',$$

so $[a,H]=Aa+Bb'$. In the proof, `h1` treats the number terms and `h2` the pair terms. Each `linear_combination` lists which bosonic relation is used and what multiplies it from the left or right; `noncomm_ring` then checks the identity without reordering factors.

```lean
/-- For two independent bosonic modes, the equation of motion of the first sublattice is
`[a, H] = A a + B b'`. -/
theorem comm_a_hamiltonian (h : BosonPair a a' b b') (A B : ℝ) :
    comm a (hamiltonian A B a a' b b') = A • a + B • b' := by
  have h1 : comm a (a' * a + b' * b) = a := by
    unfold comm
    linear_combination (norm := noncomm_ring) h.ha * a + h.hab' * b + b' * h.hab
  have h2 : comm a (a * b + a' * b') = b' := by
    unfold comm
    linear_combination (norm := noncomm_ring) h.ha * b' + a * h.hab + a' * h.hab'
  unfold hamiltonian
  rw [comm_lin_right, h1, h2]
```

For the creator on the other sublattice,

$$[b',b'b]=b'[b',b]=-b',\qquad [b',ab]=a[b',b]=-a,$$

while $b'$ commutes with $a'a$ and $a'b'$. Hence $[b',H]=-(Ba+Ab')$. The minus sign separates this problem from an ordinary symmetric two-level one.

```lean
/-- For two independent bosonic modes, the equation of motion of the second sublattice is
`[b', H] = -(B a + A b')`. -/
theorem comm_b'_hamiltonian (h : BosonPair a a' b b') (A B : ℝ) :
    comm b' (hamiltonian A B a a' b b') = -(B • a + A • b') := by
  have h1 : comm b' (a' * a + b' * b) = -b' := by
    unfold comm
    linear_combination (norm := noncomm_ring) -(b' * h.hb) - h.ha'b' * a - a' * h.hab'
  have h2 : comm b' (a * b + a' * b') = -a := by
    unfold comm
    linear_combination (norm := noncomm_ring) -(a * h.hb) - h.hab' * b - h.ha'b' * b'
  unfold hamiltonian
  rw [comm_lin_right, h1, h2]
  module
```

## The mode and its energy

Let $w^2=A^2-B^2$ and $\alpha=(A+w)a+Bb'$. The two equations of motion give

$$[\alpha,H]=(A+w)(Aa+Bb')-B(Ba+Ab')=(A^2-B^2+Aw)\,a+Bw\,b'.$$

Replacing $A^2-B^2$ by $w^2$ turns the right-hand side into $w\big((A+w)a+Bb'\big)=w\alpha$. With $\hbar=1$ and the Heisenberg equation $i\dot\alpha=[\alpha,H]$, this says that $\alpha$ oscillates at frequency $w$.

The theorem asks only that real numbers $A,B,w$ satisfy the square relation, so either sign of $w$ is allowed. If $B=0$ and $w=-A$, then $\alpha=0$ and the equation carries no information. The proof rewrites with linearity in the first entry and the two equations of motion, and uses `hw`, the relation for $w^2$, once, in the coefficient of $a$.

```lean
/-- For two independent bosonic modes `a`, `b` and real numbers with `w² = A² - B²`, the Bogoliubov
mode `α = (A + w) a + B b'` satisfies `[α, H] = w α`. -/
theorem bogoliubov_mode (h : BosonPair a a' b b') {A B w : ℝ} (hw : w ^ 2 = A ^ 2 - B ^ 2) :
    comm (mode (A + w) B a b') (hamiltonian A B a a' b b') = w • mode (A + w) B a b' := by
  unfold mode
  rw [comm_lin_left, comm_a_hamiltonian h, comm_b'_hamiltonian h]
  linear_combination (norm := module) -(hw • a)
```

The converse excludes other energies for combinations of this form. Suppose $xa+yb'$, with $x,y$ not both zero, satisfies $[xa+yb',H]=E(xa+yb')$. Then

$$(xA-yB-Ex)\,a+(xB-yA-Ey)\,b'=0.$$

To conclude that both coefficients vanish, one needs $a$ and $b'$ to be linearly independent. If $pa+qb'=0$, the commutator with $a'$ gives $p\cdot 1=0$, and the commutator with $b$ gives $-q\cdot 1=0$. The assumption `Nontrivial R` says $1\neq0$ in the algebra, so $p=q=0$.

What remains is the pair of equations

$$(A-E)x-By=0,\qquad Bx-(A+E)y=0.$$

Multiplying the first by $-(A+E)$, the second by $B$, and adding gives $(E^2-A^2+B^2)x=0$. Multiplying the second by $A-E$ and subtracting $B$ times the first gives the same factor times $y$. One of $x,y$ is nonzero, so $E^2=A^2-B^2$. In the code, `indep` is the independence argument, and the final case split follows these two eliminations.

```lean
/-- Converse: for two independent bosonic modes `a`, `b` in a nontrivial algebra, if `x a + y b'`
with `x`, `y` not both zero satisfies `[x a + y b', H] = E (x a + y b')`, then `E² = A² - B²`. -/
theorem energy_sq_of_mode [Nontrivial R] (h : BosonPair a a' b b') {A B E x y : ℝ}
    (hxy : x ≠ 0 ∨ y ≠ 0)
    (hE : comm (mode x y a b') (hamiltonian A B a a' b b') = E • mode x y a b') :
    E ^ 2 = A ^ 2 - B ^ 2 := by
  -- commutators with a' and b show that a and b' are linearly independent
  have indep : ∀ p q : ℝ, p • a + q • b' = 0 → p = 0 ∧ q = 0 := by
    intro p q hpq
    have z : ∀ t : R, comm 0 t = 0 := fun t => by simp [comm]
    have e1 : comm a a' = 1 := h.ha
    have e2 : comm b' a' = 0 := sub_eq_zero.mpr h.ha'b'.symm
    have e3 : comm a b = 0 := sub_eq_zero.mpr h.hab
    have e4 : comm b' b = -1 := by
      rw [← h.hb]
      exact (neg_sub _ _).symm
    have k1 := comm_lin_left p q a b' a'
    have k2 := comm_lin_left p q a b' b
    rw [hpq, z, e1, e2, smul_zero, add_zero] at k1
    rw [hpq, z, e3, e4, smul_zero, zero_add] at k2
    exact ⟨(smul_eq_zero.mp k1.symm).resolve_right one_ne_zero,
      (smul_eq_zero.mp k2.symm).resolve_right (neg_ne_zero.mpr one_ne_zero)⟩
  unfold mode at hE
  rw [comm_lin_left, comm_a_hamiltonian h, comm_b'_hamiltonian h] at hE
  obtain ⟨h1, h2⟩ := indep (x * A - y * B - E * x) (x * B - y * A - E * y) (by
    linear_combination (norm := module) hE)
  -- the secular equation of the two-by-two problem
  rcases hxy with hx | hy
  · apply mul_left_cancel₀ hx
    linear_combination -(A + E) * h1 + B * h2
  · apply mul_left_cancel₀ hy
    linear_combination (A - E) * h2 - B * h1
```

For $A,w>0$, the root $E=-w$ belongs to the creation operator of the second magnon, constructed next.

## New bosons and the zero-point shift

Define, for real $u$ and $v$,

$$\alpha=ua+vb',\quad \alpha'=ua'+vb,\quad \beta=ub+va',\quad \beta'=ub'+va.$$

Then $[\alpha,\alpha']=u^2[a,a']+v^2[b',b]=u^2-v^2$, and $[\beta,\beta']$ has the same value. The mixed commutators vanish:

$$[\alpha,\beta]=uv[a,a']+uv[b',b]=0,\qquad [\alpha',\beta']=uv[a',a]+uv[b,b']=0,$$

and $[\alpha,\beta']$ and $[\alpha',\beta]$ contain only commutators that are already zero. With $u^2-v^2=1$ the new operators are again two independent bosonic modes. The six goals of the proof are these six relations, in the order of the fields of `BosonPair`.

```lean
/-- A Bogoliubov transformation with `u² - v² = 1` turns two independent bosonic modes
into two independent bosonic modes. -/
theorem bogoliubov_canonical (h : BosonPair a a' b b') {u v : ℝ} (huv : u ^ 2 - v ^ 2 = 1) :
    BosonPair (mode u v a b') (mode u v a' b) (mode u v b a') (mode u v b' a) := by
  constructor <;> simp only [mode, add_mul, mul_add, smul_mul_assoc, mul_smul_comm]
  · linear_combination (norm := module) (u ^ 2) • h.ha + (u * v) • h.hab
      - (u * v) • h.ha'b' - (v ^ 2) • h.hb + huv • (1 : R)
  · linear_combination (norm := module) (u ^ 2) • h.hb - (u * v) • h.hab
      + (u * v) • h.ha'b' - (v ^ 2) • h.ha + huv • (1 : R)
  · linear_combination (norm := module) (u ^ 2) • h.hab + (u * v) • h.ha
      - (u * v) • h.hb - (v ^ 2) • h.ha'b'
  · linear_combination (norm := module) (u ^ 2 - v ^ 2) • h.hab'
  · linear_combination (norm := module) (u ^ 2 - v ^ 2) • h.ha'b
  · linear_combination (norm := module) (u ^ 2) • h.ha'b' - (u * v) • h.ha
      + (u * v) • h.hb - (v ^ 2) • h.hab
```

The mode $(A+w)a+Bb'$ found earlier is not normalised: its commutator with $(A+w)a'+Bb$ is $(A+w)^2-B^2=2w(A+w)$. For $A,w>0$ this is positive, and dividing by its square root gives

$$u=\frac{A+w}{\sqrt{2w(A+w)}},\qquad v=\frac{B}{\sqrt{2w(A+w)}}.$$

It follows that

$$u^2=\frac{A+w}{2w},\qquad v^2=\frac{A-w}{2w},\qquad uv=\frac{B}{2w},$$

and therefore $u^2-v^2=1$. Expanding the new number operators and moving creators to the left gives

$$\alpha'\alpha+\beta'\beta=(u^2+v^2)(a'a+b'b)+2uv(ab+a'b')+2v^2.$$

Multiply by $w$. Since $w(u^2+v^2)=A$, $2wuv=B$ and $2wv^2=A-w$, the result is $H+(A-w)$, or

$$H=w(\alpha'\alpha+\beta'\beta)+(w-A).$$

Both magnons have energy $w$, and the constant $w-A\le 0$ is the zero-point shift of this pair of modes.

The theorem states the bosonic relations and this formula together. Its proof obtains the three products of coefficients as `huu`, `hvv` and `huv`; `hN` is the normal-ordered expansion, and `c1`, `c2`, `c3` match the coefficients of $H$.

```lean
/-- Let `a`, `b` be two independent bosonic modes. For `A > 0`, `w > 0` and `w² = A² - B²`, the
coefficients `u = (A + w)/√(2w(A + w))` and `v = B/√(2w(A + w))` define two independent bosonic
modes `α`, `β` with `H = w (α'α + β'β) + (w - A)`. -/
theorem hamiltonian_diagonal (h : BosonPair a a' b b') {A B w u v : ℝ} (hA : 0 < A)
    (hw : 0 < w) (hAB : w ^ 2 = A ^ 2 - B ^ 2)
    (hu : u = (A + w) / √(2 * w * (A + w))) (hv : v = B / √(2 * w * (A + w))) :
    BosonPair (mode u v a b') (mode u v a' b) (mode u v b a') (mode u v b' a) ∧
    hamiltonian A B a a' b b' =
      w • (mode u v a' b * mode u v a b' + mode u v b' a * mode u v b a')
        + (w - A) • (1 : R) := by
  have hn : 0 < 2 * w * (A + w) := by positivity
  have huu : u ^ 2 * (2 * w) = A + w := by
    rw [hu, div_pow, Real.sq_sqrt hn.le, div_mul_eq_mul_div, div_eq_iff hn.ne']
    ring
  have hvv : v ^ 2 * (2 * w) = A - w := by
    rw [hv, div_pow, Real.sq_sqrt hn.le, div_mul_eq_mul_div, div_eq_iff hn.ne']
    linear_combination (2 * w) * hAB
  have huv : u * v * (2 * w) = B := by
    rw [hu, hv, div_mul_div_comm, Real.mul_self_sqrt hn.le, div_mul_eq_mul_div,
      div_eq_iff hn.ne']
    ring
  have hone : u ^ 2 - v ^ 2 = 1 := by
    apply mul_right_cancel₀ (b := 2 * w) (by positivity)
    linear_combination huu - hvv
  refine ⟨bogoliubov_canonical h hone, ?_⟩
  -- normal ordering of the two new number operators
  have hN : mode u v a' b * mode u v a b' + mode u v b' a * mode u v b a' =
      (u ^ 2 + v ^ 2) • (a' * a + b' * b) + (2 * u * v) • (a * b + a' * b')
        + (2 * v ^ 2) • (1 : R) := by
    simp only [mode, add_mul, mul_add, smul_mul_assoc, mul_smul_comm]
    linear_combination (norm := module) (v ^ 2) • h.ha + (v ^ 2) • h.hb
      - (u * v) • h.hab - (u * v) • h.ha'b'
  have c1 : A = w * (u ^ 2 + v ^ 2) := by linear_combination -(huu + hvv) / 2
  have c2 : B = w * (2 * u * v) := by linear_combination -huv
  have c3 : w * (2 * v ^ 2) + (w - A) = 0 := by linear_combination hvv
  rw [hN]
  unfold hamiltonian
  linear_combination (norm := module) c1 • (a' * a + b' * b)
    + c2 • (a * b + a' * b') - c3 • (1 : R)
```

## The antiferromagnetic chain

For a nearest-neighbour chain with exchange $J$, each bond counted once, and spin $S$, linear spin-wave theory gives $A=2JS$ and $B=2JS\cos k$, where $k$ is measured in inverse site spacings. Then

$$A^2-B^2=(2JS)^2(1-\cos^2k)=(2JS|\sin k|)^2,$$

so $w=2JS|\sin k|$ meets the hypothesis of the mode theorem. The Lean statement takes these coefficients as input. For an antiferromagnet $J,S>0$, and the energy vanishes linearly at $k=0$ and $k=\pi$. There $\alpha$ is still nonzero but commutes with $H$, and the normalisation above is unavailable because $w=0$.

```lean
/-- For two independent bosonic modes `a`, `b` and the antiferromagnetic-chain coefficients
`A = 2JS` and `B = 2JS cos k`, the Bogoliubov mode `α = (A + 2JS |sin k|) a + B b'` satisfies
`[α, H] = 2JS |sin k| α`. -/
theorem chain_dispersion (h : BosonPair a a' b b') (J S k : ℝ) :
    comm (mode (2 * J * S + 2 * J * S * |Real.sin k|) (2 * J * S * Real.cos k) a b')
        (hamiltonian (2 * J * S) (2 * J * S * Real.cos k) a a' b b') =
      (2 * J * S * |Real.sin k|) •
        mode (2 * J * S + 2 * J * S * |Real.sin k|) (2 * J * S * Real.cos k) a b' := by
  apply bogoliubov_mode h
  rw [mul_pow, sq_abs, Real.sin_sq]
  ring
```

For this two-sublattice model, the search for a mode $xa+yb'$ is, at each wave number, the eigenvalue problem

$$\begin{pmatrix}A&-B\\ B&-A\end{pmatrix}\begin{pmatrix}x\\ y\end{pmatrix}=E\begin{pmatrix}x\\ y\end{pmatrix}.$$

As an arithmetic illustration, take $J=1$, $S=\tfrac12$ and $k=\pi/6$. The results are linear spin-wave values, not exact ones: quantum fluctuations destroy the assumed Néel order in an isolated Heisenberg chain. Then $A=1$, $B=\sqrt3/2$ and $w=\tfrac12$. The unnormalised mode is $\tfrac32a+\tfrac{\sqrt3}{2}b'$, the normalised coefficients are $u=\sqrt{3/2}$ and $v=\sqrt{1/2}$, and the pair contributes a zero-point shift of $-\tfrac12$. Up to the sign of $B$, the same non-symmetric matrix occurs in electronic structure as the random-phase approximation restricted to one excitation with real couplings.

The argument also handles a field along the ordering axis, which adds $g(a'a-b'b)$ to $H$ with $g$ real. This term contributes $ga$ to the commutator of $a$ and $gb'$ to that of $b'$, so the same $\alpha$ now has energy $w+g$. Exchanging the sublattices gives $w-g$ for $\beta$: the field splits the two magnons without changing their coefficients. Both energies are positive only if $|g|<w$. In the isotropic chain above, $w$ tends to zero as $k\to0$, so any nonzero field along the ordering axis makes one energy negative at small nonzero $k$, and the assumed collinear state is unstable; an easy-axis anisotropy that opens a gap allows a small field.

## Operators that satisfy the relations

On real polynomials in two variables $s$ and $t$, let $a=\partial_s$ and $b=\partial_t$, and let $a'$ and $b'$ be multiplication by $s$ and $t$. The product rule gives $\partial_s(sf)-s\,\partial_sf=f$, and operators belonging to different variables commute. The code mentions this example in a comment and gives no formal construction of it.

```lean
-- The relations of `BosonPair` are met by the partial derivatives (as `a`, `b`) and the
-- multiplications by the variables (as `a'`, `b'`) on real polynomials in two variables.

end

end AntiferromagneticMagnon
```

```lean
#print axioms AntiferromagneticMagnon.bogoliubov_mode
-- 'AntiferromagneticMagnon.bogoliubov_mode' depends on axioms: [propext, Classical.choice, Quot.sound]
#print axioms AntiferromagneticMagnon.energy_sq_of_mode
-- 'AntiferromagneticMagnon.energy_sq_of_mode' depends on axioms: [propext, Classical.choice, Quot.sound]
#print axioms AntiferromagneticMagnon.hamiltonian_diagonal
-- 'AntiferromagneticMagnon.hamiltonian_diagonal' depends on axioms: [propext, Classical.choice, Quot.sound]
#print axioms AntiferromagneticMagnon.chain_dispersion
-- 'AntiferromagneticMagnon.chain_dispersion' depends on axioms: [propext, Classical.choice, Quot.sound]
```
